# Finitely many damping parameters, each convergent alone for a linear SCF iteration, converge in any order

An SCF calculation often changes its damping as it runs: a small mixing parameter while the density sloshes, a larger one later. Suppose that each value, if it were kept throughout, would lead from every start to the same solution. Does switching between them still converge?

Close to self-consistency, take the residual as linear, $b-Ex$, where $x$ holds the density or Fock-matrix coefficients in a finite basis. The matrix $E$ (not an energy) is minus the Jacobian of the residual. Step $k$ is

$$x_{k+1}=x_k+a_k(b-Ex_k),$$

with a complex mixing parameter $a_k$. It multiplies the error by $T_{a_k}$, where $T_a=1-aE$. Parts (a) and (b) need only an element $E$ of a complex algebra `A`.

```lean
import Mathlib

open Filter Topology Matrix
open scoped NNReal ENNReal

namespace VariableDamping

section Algebra

variable {A : Type*} [Ring A] [Algebra ℂ A]
```

`mixStep E a` is $T_a$.

```lean
/-- The error map `1 - aE` of one linear mixing step with parameter `a`. -/
def mixStep (E : A) (a : ℂ) : A := 1 - a • E
```

`errorPropagator E a n` is $P_n=T_{a_{n-1}}\cdots T_{a_0}$, with $P_0=1$.

```lean
/-- The product of the first `n` error maps, with later steps standing to the left. -/
def errorPropagator (E : A) (a : ℕ → ℂ) : ℕ → A
  | 0 => 1
  | n + 1 => mixStep E (a n) * errorPropagator E a n
```

## (a) Two steps with the same $E$

Show that the order of two steps is immaterial:

$$T_aT_b=T_bT_a.$$

Both sides expand to $1-(a+b)E+abE^2$. Lean assembles the same fact from two simpler ones: $1$ commutes with everything, and $E$ with itself.

```lean
/-- Mixing steps with the same `E` commute, whatever their parameters. -/
theorem mixStep_commute (E : A) (a b : ℂ) : Commute (mixStep E a) (mixStep E b) :=
  (Commute.one_left _).sub_left
    (((Commute.one_right E).sub_right ((Commute.refl E).smul_right b)).smul_left a)
```

## (b) Collecting one parameter

Let every entry of a finite list $l$ be $b$ or belong to a finite set $S$. Find a number $k$ and a list $l'$ with entries from $S$ such that

$$\prod_{x\in l}T_x=T_b^{\,k}\prod_{x\in l'}T_x,\qquad |l|=k+|l'|.$$

Use induction on $l$. The empty list has $k=0$ and $l'$ empty. Now put a new entry $x$ in front. If $x=b$, raise $k$ by one. If $x\in S$, move $T_x$ past $T_b^{\,k}$ by (a) and put $x$ at the head of $l'$. These are the two cases of `rcases hx`.

```lean
/-- In a product of mixing steps with parameters `b` or from `S`, steps with parameter `b` can
be collected in front as a power, leaving a product of steps with parameters from `S`. -/
theorem collect_steps (E : A) (S : Finset ℂ) (b : ℂ) (l : List ℂ)
    (hl : ∀ x ∈ l, x = b ∨ x ∈ S) :
    ∃ (k : ℕ) (l' : List ℂ), (∀ x ∈ l', x ∈ S) ∧ l.length = k + l'.length ∧
      (l.map (mixStep E)).prod = mixStep E b ^ k * (l'.map (mixStep E)).prod := by
  induction l with
  | nil => exact ⟨0, [], by simp, by simp, by simp⟩
  | cons x l ih =>
    obtain ⟨hx, hl⟩ := List.forall_mem_cons.mp hl
    obtain ⟨k, l', hl', hlen, hprod⟩ := ih hl
    rcases hx with hx | hx
    · refine ⟨k + 1, l', hl', by rw [List.length_cons, hlen]; omega, ?_⟩
      rw [List.map_cons, List.prod_cons, hprod, hx, pow_succ', mul_assoc]
    · refine ⟨k, x :: l', List.forall_mem_cons.mpr ⟨hx, hl'⟩,
        by rw [List.length_cons, List.length_cons, hlen]; omega, ?_⟩
      rw [List.map_cons, List.prod_cons, hprod, List.map_cons, List.prod_cons,
        ← mul_assoc, ((mixStep_commute E x b).pow_right k).eq, mul_assoc]

end Algebra
```

## (c) Powers of a single step

A non-normal step can enlarge the error at first, even if all its eigenvalues are small. Let $T$ belong to a complete normed complex algebra and have its spectrum in the open unit disc. Find $C>0$ and $0<q<1$ with

$$\|T^k\|\le C\,q^k\quad\text{for all }k\ge 0.$$

The spectral radius $\rho(T)$ is below 1, so choose $q$ with $\rho(T)<q<1$. By Gelfand's formula $\|T^k\|^{1/k}\to\rho(T)$, hence $\|T^k\|\le q^k$ from some $k$ on. The finitely many earlier powers are absorbed by enlarging $C$. In Lean, `hO` is the bound for high powers, and `bound_of_isBigO_nat_atTop` extends it to all. The zero algebra is treated separately.

```lean
section Banach

variable {A : Type*} [NormedRing A] [NormedAlgebra ℂ A] [CompleteSpace A]

/-- If the spectrum of `T` lies in the open unit disc, the powers of `T` obey a decaying
geometric bound. -/
theorem power_bound (T : A) (h : ∀ z ∈ spectrum ℂ T, ‖z‖ < 1) :
    ∃ C q : ℝ, 0 < C ∧ 0 < q ∧ q < 1 ∧ ∀ k : ℕ, ‖T ^ k‖ ≤ C * q ^ k := by
  rcases subsingleton_or_nontrivial A with hA | hA
  · refine ⟨1, 1 / 2, by norm_num, by norm_num, by norm_num, fun k => ?_⟩
    rw [Subsingleton.elim (T ^ k) 0, norm_zero]
    positivity
  have hr : spectralRadius ℂ T < ((1 : ℝ≥0) : ℝ≥0∞) :=
    spectrum.spectralRadius_lt_of_forall_lt T (fun z hz => by
      rw [← NNReal.coe_lt_coe, coe_nnnorm, NNReal.coe_one]
      exact h z hz)
  -- choose a rate between the spectral radius and one
  obtain ⟨q, hq1, hq2⟩ := ENNReal.lt_iff_exists_nnreal_btwn.mp hr
  have hq0 : q ≠ 0 := by
    intro h0
    simp [h0] at hq1
  have hqR : (0 : ℝ) < q := NNReal.coe_pos.mpr (pos_iff_ne_zero.mpr hq0)
  -- Gelfand's formula controls all high powers
  have hO : Asymptotics.IsBigO atTop (fun k : ℕ => T ^ k) (fun k : ℕ => (q : ℝ) ^ k) := by
    refine Asymptotics.IsBigO.of_bound 1 ?_
    filter_upwards [(spectrum.pow_nnnorm_pow_one_div_tendsto_nhds_spectralRadius
      T).eventually_lt_const hq1, eventually_gt_atTop 0] with k hk hk0
    have hkR : (0 : ℝ) < k := Nat.cast_pos.mpr hk0
    have h2 := ENNReal.rpow_le_rpow hk.le hkR.le
    rw [← ENNReal.rpow_mul, one_div_mul_cancel hkR.ne', ENNReal.rpow_one,
      ENNReal.rpow_natCast] at h2
    have h3 : ‖T ^ k‖₊ ≤ q ^ k :=
      ENNReal.coe_le_coe.mp (by rw [ENNReal.coe_pow]; exact h2)
    have h4 := NNReal.coe_le_coe.mpr h3
    rw [coe_nnnorm, NNReal.coe_pow] at h4
    rwa [one_mul, Real.norm_of_nonneg (pow_pos hqR k).le]
  -- the finitely many low powers go into the constant
  obtain ⟨C, hC, hb⟩ := Asymptotics.bound_of_isBigO_nat_atTop hO
  refine ⟨C, q, hC, hqR, NNReal.coe_lt_coe.mpr (ENNReal.coe_lt_coe.mp hq2), fun k => ?_⟩
  have h5 : ‖T ^ k‖ ≤ C * ‖(q : ℝ) ^ k‖ := hb (pow_pos hqR k).ne'
  rwa [Real.norm_of_nonneg (pow_pos hqR k).le] at h5
```

## (d) One rate for every order

Let the spectrum of $T_a$ lie in the open unit disc for each $a\in S$. Find $C>0$ and $0<q<1$, the same for all sequences from $S$, with

$$\|P_n\|\le C\,q^n\quad\text{for all }n\ge 0.$$

Use induction on $S$. For empty $S$ only the empty product occurs. Let $S$ have constants $C,q$, and add a parameter $b$ whose powers obey (c) with constants $D,r$. With $m=\max(r,q)$, part (b) gives

$$\Big\|\prod_{x\in l}T_x\Big\|\le D\,r^k\,C\,q^{|l'|}\le DC\,m^{|l|}.$$

Lean proves this for lists (`lists`), then writes $P_n$ as a list product (`key`).

```lean
/-- If for each of finitely many parameters the spectrum of `1 - aE` lies in the open unit
disc, one decaying geometric bound holds for all products of such steps, in any order. -/
theorem uniform_rate (E : A) (S : Finset ℂ)
    (h : ∀ a ∈ S, ∀ z ∈ spectrum ℂ (mixStep E a), ‖z‖ < 1) :
    ∃ C q : ℝ, 0 < C ∧ 0 < q ∧ q < 1 ∧ ∀ a : ℕ → ℂ, (∀ k, a k ∈ S) →
      ∀ n, ‖errorPropagator E a n‖ ≤ C * q ^ n := by
  have lists : ∃ C q : ℝ, 0 < C ∧ 0 < q ∧ q < 1 ∧ ∀ l : List ℂ, (∀ x ∈ l, x ∈ S) →
      ‖(l.map (mixStep E)).prod‖ ≤ C * q ^ l.length := by
    induction S using Finset.induction_on with
    | empty =>
      refine ⟨‖(1 : A)‖ + 1, 1 / 2, by positivity, by norm_num, by norm_num, ?_⟩
      intro l hl
      cases l with
      | nil => simp
      | cons x l => exact absurd (hl x List.mem_cons_self) (Finset.notMem_empty x)
    | insert b S hb ih =>
      obtain ⟨C, q, hC, hq0, hq1, hl⟩ := ih (fun a ha => h a (Finset.mem_insert_of_mem ha))
      obtain ⟨D, r, hD, hr0, hr1, hp⟩ :=
        power_bound (mixStep E b) (h b (Finset.mem_insert_self b S))
      -- the slower of the two rates serves for both factors
      obtain ⟨m, hrm, hqm, hm1⟩ : ∃ m : ℝ, r ≤ m ∧ q ≤ m ∧ m < 1 :=
        ⟨max r q, le_max_left r q, le_max_right r q, max_lt hr1 hq1⟩
      have hm0 : 0 < m := hr0.trans_le hrm
      refine ⟨D * C, m, mul_pos hD hC, hm0, hm1, fun l hlS => ?_⟩
      obtain ⟨k, l', hl', hlen, hprod⟩ :=
        collect_steps E S b l (fun x hx => Finset.mem_insert.mp (hlS x hx))
      rw [hprod, hlen]
      calc ‖mixStep E b ^ k * (l'.map (mixStep E)).prod‖
          ≤ ‖mixStep E b ^ k‖ * ‖(l'.map (mixStep E)).prod‖ := norm_mul_le _ _
        _ ≤ (D * r ^ k) * (C * q ^ l'.length) :=
            mul_le_mul (hp k) (hl l' hl') (norm_nonneg _) (by positivity)
        _ ≤ (D * m ^ k) * (C * m ^ l'.length) := by gcongr
        _ = D * C * m ^ (k + l'.length) := by rw [pow_add]; ring
  obtain ⟨C, q, hC, hq0, hq1, hb⟩ := lists
  refine ⟨C, q, hC, hq0, hq1, fun a ha n => ?_⟩
  have key : ∃ l : List ℂ, (∀ x ∈ l, x ∈ S) ∧ l.length = n ∧
      errorPropagator E a n = (l.map (mixStep E)).prod := by
    induction n with
    | zero => exact ⟨[], by simp, rfl, by simp [errorPropagator]⟩
    | succ n ih =>
      obtain ⟨l, hl, hlen, hprod⟩ := ih
      exact ⟨a n :: l, List.forall_mem_cons.mpr ⟨ha n, hl⟩, by simp [hlen],
        by simp [errorPropagator, hprod]⟩
  obtain ⟨l, hl, hlen, hprod⟩ := key
  rw [hprod, ← hlen]
  exact hb l hl

end Banach
```

## (e) From eigenvalues to vanishing products

For matrices, `Damps E a` says that every eigenvalue of $T_a$ has modulus below 1, in terms of explicit nonzero eigenvectors. A parameter $a$ that, kept throughout, leads from every start to the same solution has this property: if $T_av=zv$ with $v\ne0$, an initial error $v$ becomes $z^kv$ after $k$ steps, and this tends to zero only if $|z|<1$.

```lean
variable {ι : Type*} [Fintype ι] [DecidableEq ι]

/-- The parameter `a` damps `E` if all eigenvalues of `1 - aE` have modulus below one. -/
def Damps (E : Matrix ι ι ℂ) (a : ℂ) : Prop :=
  ∀ (z : ℂ) (v : ι → ℂ), v ≠ 0 → mixStep E a *ᵥ v = z • v → ‖z‖ < 1
```

Let every $a\in S$ damp $E$, and let all $a_k\in S$. Show that

$$P_n\to 0.$$

If $z$ is in the spectrum of $T_a$, then $\det(z-T_a)=0$, so some $v\ne0$ satisfies $T_av=zv$, and $|z|<1$. This is `hs`. Part (d), with the maximum-row-sum norm, gives $\|P_n\|\le Cq^n\to0$.

```lean
/-- If each parameter of a finite set damps `E`, the error propagator tends to zero for every
sequence of parameters from that set. -/
theorem errorPropagator_tendsto_zero (E : Matrix ι ι ℂ) (S : Finset ℂ)
    (h : ∀ a ∈ S, Damps E a) (a : ℕ → ℂ) (ha : ∀ k, a k ∈ S) :
    Tendsto (errorPropagator E a) atTop (𝓝 0) := by
  -- every spectral value of a matrix has an eigenvector
  have hs : ∀ b ∈ S, ∀ z ∈ spectrum ℂ (mixStep E b), ‖z‖ < 1 := by
    intro b hb z hz
    rw [spectrum.mem_iff, Matrix.isUnit_iff_isUnit_det, isUnit_iff_ne_zero, not_not] at hz
    obtain ⟨v, hv, hzv⟩ := Matrix.exists_mulVec_eq_zero_iff.mpr hz
    rw [Matrix.sub_mulVec, sub_eq_zero, Algebra.algebraMap_eq_smul_one, Matrix.smul_mulVec,
      Matrix.one_mulVec] at hzv
    exact h b hb z v hv hzv.symm
  let _ : NormedRing (Matrix ι ι ℂ) := Matrix.linftyOpNormedRing
  let _ : NormedAlgebra ℂ (Matrix ι ι ℂ) := Matrix.linftyOpNormedAlgebra
  have _ : CompleteSpace (Matrix ι ι ℂ) := FiniteDimensional.complete ℂ _
  obtain ⟨C, q, _, hq0, hq1, hb⟩ := uniform_rate E S hs
  have hlim : Tendsto (fun k : ℕ => C * q ^ k) atTop (𝓝 0) := by
    simpa using (tendsto_pow_atTop_nhds_zero_of_lt_one hq0.le hq1).const_mul C
  exact squeeze_zero_norm (fun k => hb a ha k) hlim
```

## (f) The SCF iteration

Now $b$ is the vector in the residual, and $p$ is a given solution of $Ep=b$. Under the conditions of (e), show that from any start $x_0$

$$x_k\to p.$$

Substituting $b=Ep$ gives $x_{k+1}-p=T_{a_k}(x_k-p)$, so $x_k-p=P_k(x_0-p)$, which is `herr`. The right side tends to zero by (e), since a matrix acts continuously on a fixed vector.

The finite set $S$ stands for a program that picks from preset damping values. For Hartree–Fock or Kohn–Sham runs the result concerns only the linearised end phase with one fixed $E$; that the true, nonlinear residual may be replaced by this linear one is assumed.

```lean
/-- The linear SCF iteration with residual `b - Ex` converges to a solution `p` of `Ep = b`,
if its mixing parameters come from a finite set whose members all damp `E`. -/
theorem scf_converges (E : Matrix ι ι ℂ) (S : Finset ℂ) (h : ∀ a ∈ S, Damps E a)
    (a : ℕ → ℂ) (ha : ∀ k, a k ∈ S) (b p : ι → ℂ) (hp : E *ᵥ p = b) (x : ℕ → ι → ℂ)
    (hx : ∀ k, x (k + 1) = x k + a k • (b - E *ᵥ x k)) :
    Tendsto x atTop (𝓝 p) := by
  -- the propagator carries the initial error to the current one
  have herr : ∀ k, x k - p = errorPropagator E a k *ᵥ (x 0 - p) := by
    intro k
    induction k with
    | zero => simp [errorPropagator]
    | succ k ih =>
      rw [errorPropagator, ← Matrix.mulVec_mulVec, ← ih, hx, ← hp, mixStep,
        Matrix.sub_mulVec, Matrix.one_mulVec, Matrix.smul_mulVec, Matrix.mulVec_sub]
      module
  have hc : Continuous (fun M : Matrix ι ι ℂ => M *ᵥ (x 0 - p)) :=
    continuous_id.matrix_mulVec continuous_const
  have h0 : Tendsto (fun k => errorPropagator E a k *ᵥ (x 0 - p)) atTop (𝓝 0) := by
    simpa [Function.comp_def] using
      (hc.tendsto 0).comp (errorPropagator_tendsto_zero E S h a ha)
  have hlim : Tendsto (fun k => x k - p) atTop (𝓝 0) := h0.congr (fun k => (herr k).symm)
  simpa using hlim.add_const p

end VariableDamping
```

```lean
#print axioms VariableDamping.scf_converges
```

```
'VariableDamping.scf_converges' depends on axioms: [propext, Classical.choice, Quot.sound]
```
